# Counting free anisotropic displacement parameters from the traces of the site-symmetry operations

Take an atom in the plane whose only site symmetry is a mirror line. Its displacement tensor is a symmetric matrix with three entries, and the mirror $R=\mathrm{diag}(1,-1)$ changes the sign of the off-diagonal one:

$$U=\begin{pmatrix}a&b\\b&c\end{pmatrix},\qquad RUR^T=\begin{pmatrix}a&-b\\-b&c\end{pmatrix}.$$

Averaging $U$ and $RUR^T$ removes $b$ and keeps $a$ and $c$, so two parameters are free. The same number follows from traces alone. On the three-dimensional space of symmetric matrices, the identity has trace 3 and the mirror has trace $1-1+1=1$. The mean is $(3+1)/2=2$.

## The dimension as a group average

Let $G$ be a finite group that acts on $n$-dimensional displacements through real $n\times n$ matrices $\rho(g)$, with $\rho(gh)=\rho(g)\rho(h)$ and $\rho(1)=1$. Let $V$ be the space of real matrices $U$ with $U^T=U$ and $\rho(g)U\rho(g)^T=U$ for all $g$. Then

$$\dim V=\frac1{|G|}\sum_{g\in G}\frac{(\operatorname{tr}\rho(g))^2+\operatorname{tr}(\rho(g)^2)}2 .$$

For a finite group $H$ of orthogonal matrices, $\rho$ simply returns the matrix itself. Orthogonality is not needed in general, so the operations may also be written in fractional crystal coordinates.

## Symmetry constraints in refinement and phonon codes

When an atom on a special position is refined anisotropically, its site symmetry can reduce the number of free displacement parameters. The formula gives that number for the harmonic, second-rank tensor of a single site. In three dimensions, 6 minus this number is the rank that the symmetry constraints on the six components should have, which offers a check on the constraints that a code generates. A mean-square displacement tensor computed from harmonic phonons obeys the same restriction if the calculation respects the site symmetry.

In fractional coordinates, $U$ must hold the mean products of the fractional displacement components. The usual crystallographic $U_{ij}$ differ from these by factors of reciprocal-axis lengths. This rescaling can change the form of the constraints, but not their number.

## From the trace of one operation to the dimension

For a matrix $R$, define a linear map on all $n\times n$ matrices that symmetrises and then transforms:

$$T_R(U)=\tfrac12R(U+U^T)R^T .$$

Let $E^{ij}$ be the matrix with a 1 in row $i$, column $j$ and zeros elsewhere. Then

$$(RE^{ij}R^T)_{kl}=R_{ki}R_{lj}.$$

Since $(E^{ij})^T=E^{ji}$, the diagonal coefficient of $T_R$ that belongs to $E^{ij}$ is

$$T_R(E^{ij})_{ij}=\tfrac12\left(R_{ii}R_{jj}+R_{ij}R_{ji}\right).$$

Summing over $i$ and $j$ gives the trace of the map:

$$\operatorname{tr}T_R=\tfrac12\left((\operatorname{tr}R)^2+\operatorname{tr}(R^2)\right).$$

Now average over the group, $P=|G|^{-1}\sum_gT_{\rho(g)}$. Every term of $P(U)$ is symmetric. For any $h$ in $G$,

$$\rho(h)P(U)\rho(h)^T=\frac1{|G|}\sum_g\tfrac12\,\rho(hg)(U+U^T)\rho(hg)^T=P(U),$$

because $hg$ runs through the group once as $g$ does. Hence $P(U)$ always lies in $V$. Conversely, if $U$ is already in $V$, then $U+U^T=2U$ and each term returns $\rho(g)U\rho(g)^T=U$, so $P(U)=U$.

Thus $P$ is a projection with image $V$. In a basis made of a basis of $V$ followed by a basis of the kernel of $P$, it is diagonal, with $\dim V$ ones and otherwise zeros. Its trace is therefore $\dim V$, and linearity of the trace gives the formula.

Two special cases follow directly:

- If every operation acts as $1$ or $-1$, then $(\operatorname{tr}R)^2=n^2$ and $\operatorname{tr}(R^2)=n$. Every term equals $n(n+1)/2$, and so does the average.
- For a twofold axis in three dimensions, the identity contributes $(9+3)/2=6$ and the rotation $\mathrm{diag}(-1,-1,1)$ contributes $(1+3)/2=2$. The average is 4.

## A threefold axis in hexagonal coordinates

The threefold rotation about the hexagonal axis is, in fractional coordinates,

$$R=\begin{pmatrix}0&-1&0\\1&-1&0\\0&0&1\end{pmatrix}.$$

It is not orthogonal. Both $R$ and $R^2$ have trace 0, and $R^4=R$, so each of the two rotations contributes 0. The identity contributes 6, and the count is $6/3=2$.

To see the projection at work, start from $U_{11}=4$, $U_{12}=1$, $U_{22}=3$, $U_{33}=2$ and $U_{13}=U_{23}=0$. One rotation sends $(U_{11},U_{12},U_{22})$ to $(U_{22},\,U_{22}-U_{12},\,U_{11}-2U_{12}+U_{22})$. The three images are

$$(4,1,3),\quad(3,2,5),\quad(5,3,4),$$

with average $(4,2,4)$, while $U_{33}$ stays at 2. The result satisfies $U_{11}=U_{22}=2U_{12}$, which leaves $U_{11}$ and $U_{33}$ as the two free parameters.

## The Lean file

```lean
import Mathlib

open Matrix Module

namespace AnisotropicDisplacement

noncomputable section

variable {n G : Type*} [Fintype n] [DecidableEq n] [Group G] [Fintype G]

/-- The displacement tensors allowed at a site: symmetric matrices `U` with
`R U Rᵀ = U` for every operation `R = ρ g` of the site-symmetry group. -/
def allowedTensors (ρ : G →* Matrix n n ℝ) : Submodule ℝ (Matrix n n ℝ) where
  carrier := {U | Uᵀ = U ∧ ∀ g, ρ g * U * (ρ g)ᵀ = U}
  add_mem' := by
    rintro U V ⟨hU, hU'⟩ ⟨hV, hV'⟩
    refine ⟨by rw [Matrix.transpose_add, hU, hV], fun g => ?_⟩
    rw [Matrix.mul_add, Matrix.add_mul, hU' g, hV' g]
  zero_mem' := ⟨Matrix.transpose_zero, fun g => by rw [Matrix.mul_zero, Matrix.zero_mul]⟩
  smul_mem' := by
    rintro c U ⟨hU, hU'⟩
    refine ⟨by rw [Matrix.transpose_smul, hU], fun g => ?_⟩
    rw [Matrix.mul_smul, Matrix.smul_mul, hU' g]

/-- Symmetrise a tensor and then transform it by the operation `R`. -/
def symTransform (R : Matrix n n ℝ) : Matrix n n ℝ →ₗ[ℝ] Matrix n n ℝ where
  toFun U := (1 / 2 : ℝ) • (R * (U + Uᵀ) * Rᵀ)
  map_add' U V := by
    rw [Matrix.transpose_add, ← smul_add, ← Matrix.add_mul, ← Matrix.mul_add,
      add_add_add_comm]
  map_smul' c U := by
    rw [Matrix.transpose_smul, ← smul_add, Matrix.mul_smul, Matrix.smul_mul, smul_comm]
    rfl

/-- The average of the symmetrised transforms over the site-symmetry group. -/
def siteAverage (ρ : G →* Matrix n n ℝ) : Matrix n n ℝ →ₗ[ℝ] Matrix n n ℝ :=
  (Fintype.card G : ℝ)⁻¹ • ∑ g, symTransform (ρ g)

/-- The trace of a linear map on tensors is the sum of its diagonal coefficients
in the basis of matrix units. -/
theorem trace_on_tensors (f : Matrix n n ℝ →ₗ[ℝ] Matrix n n ℝ) :
    LinearMap.trace ℝ (Matrix n n ℝ) f = ∑ i, ∑ j, f (Matrix.single i j 1) i j := by
  let e : Matrix n n ℝ ≃ₗ[ℝ] (n × n → ℝ) :=
    { toFun := fun A p => A p.1 p.2
      invFun := fun v => Matrix.of fun i j => v (i, j)
      map_add' := fun _ _ => rfl
      map_smul' := fun _ _ => rfl
      left_inv := fun _ => rfl
      right_inv := fun _ => rfl }
  let b := Module.Basis.ofEquivFun e
  have hb : ∀ i j, b (i, j) = Matrix.single i j 1 := by
    intro i j
    apply e.injective
    have h : e (b (i, j)) = Pi.single (i, j) 1 := by simp [b]
    rw [h]
    ext ⟨k, l⟩
    change (Pi.single (i, j) (1 : ℝ) : n × n → ℝ) (k, l) = Matrix.single i j (1 : ℝ) k l
    rw [Pi.single_apply, Matrix.single_apply]
    refine if_congr ?_ rfl rfl
    constructor
    · intro h
      cases h
      exact ⟨rfl, rfl⟩
    · rintro ⟨rfl, rfl⟩
      rfl
  rw [LinearMap.trace_eq_matrix_trace ℝ b f, Matrix.trace, Fintype.sum_prod_type]
  refine Finset.sum_congr rfl fun i _ => Finset.sum_congr rfl fun j _ => ?_
  rw [Matrix.diag_apply, LinearMap.toMatrix_apply, hb]
  exact Module.Basis.ofEquivFun_repr_apply e _ _

/-- Transforming the matrix unit `(i, j)` by `R` gives the tensor with entries
`R k i * R l j`. -/
theorem transform_single (R : Matrix n n ℝ) (i j k l : n) :
    (R * Matrix.single i j (1 : ℝ) * Rᵀ) k l = R k i * R l j := by
  have h : ∀ a, (R * Matrix.single i j (1 : ℝ)) k a = if a = j then R k i else 0 := by
    intro a
    rw [Matrix.mul_apply, Finset.sum_eq_single i]
    · by_cases h : a = j
      · simp [h]
      · have h' : ¬ j = a := fun e => h e.symm
        simp [h, h']
    · intro b _ hb
      simp [Ne.symm hb]
    · simp
  rw [Matrix.mul_apply]
  simp only [h, ite_mul, zero_mul, Finset.sum_ite_eq',
    Finset.mem_univ, if_true, Matrix.transpose_apply]

/-- As a linear map on all `n × n` matrices, the symmetrised transform by `R` has trace `((tr R)² +
tr (R²)) / 2`. -/
theorem trace_symTransform (R : Matrix n n ℝ) :
    LinearMap.trace ℝ (Matrix n n ℝ) (symTransform R) =
      (R.trace ^ 2 + (R ^ 2).trace) / 2 := by
  have h : ∀ i j, symTransform R (Matrix.single i j 1) i j =
      (1 / 2 : ℝ) * (R i i * R j j + R i j * R j i) := by
    intro i j
    have ht : (Matrix.single i j (1 : ℝ))ᵀ = Matrix.single j i 1 := by
      ext a b
      simp [Matrix.single_apply, and_comm]
    change ((1 / 2 : ℝ) • (R * (Matrix.single i j 1 + (Matrix.single i j 1)ᵀ) * Rᵀ) :
      Matrix n n ℝ) i j = _
    rw [ht, Matrix.mul_add, Matrix.add_mul, Matrix.smul_apply, Matrix.add_apply,
      transform_single, transform_single, smul_eq_mul]
  rw [trace_on_tensors]
  simp only [h, ← Finset.mul_sum, ← Finset.sum_mul, Finset.sum_add_distrib]
  simp only [Matrix.trace, Matrix.diag_apply, sq, Matrix.mul_apply]
  ring

/-- The site average is a projection onto the allowed displacement tensors. -/
theorem siteAverage_isProj (ρ : G →* Matrix n n ℝ) :
    LinearMap.IsProj (allowedTensors ρ) (siteAverage ρ) := by
  have happ : ∀ U, siteAverage ρ U = (Fintype.card G : ℝ)⁻¹ •
      ∑ g, (1 / 2 : ℝ) • (ρ g * (U + Uᵀ) * (ρ g)ᵀ) := by
    intro U
    rw [siteAverage, LinearMap.smul_apply, LinearMap.sum_apply]
    rfl
  constructor
  · intro U
    change (siteAverage ρ U)ᵀ = siteAverage ρ U ∧
      ∀ h, ρ h * siteAverage ρ U * (ρ h)ᵀ = siteAverage ρ U
    rw [happ]
    refine ⟨?_, fun h => ?_⟩
    · rw [Matrix.transpose_smul, Matrix.transpose_sum]
      congr 1
      refine Finset.sum_congr rfl fun g _ => ?_
      simp only [Matrix.transpose_smul, Matrix.transpose_mul, Matrix.transpose_add,
        Matrix.transpose_transpose, Matrix.mul_assoc, add_comm Uᵀ U]
    · -- one more operation only relabels the terms of the group sum
      rw [Matrix.mul_smul, Matrix.smul_mul, Finset.mul_sum, Finset.sum_mul]
      congr 1
      refine Fintype.sum_equiv (Equiv.mulLeft h) _ _ fun g => ?_
      simp only [Equiv.coe_mulLeft, map_mul, Matrix.transpose_mul, Matrix.mul_smul,
        Matrix.smul_mul, Matrix.mul_assoc]
  · rintro U ⟨hs, hi⟩
    -- every term of the average returns an allowed tensor unchanged
    have h : ∀ g, (1 / 2 : ℝ) • (ρ g * (U + Uᵀ) * (ρ g)ᵀ) = U := by
      intro g
      rw [hs, Matrix.mul_add, Matrix.add_mul, hi g]
      module
    have hc : (Fintype.card G : ℝ) ≠ 0 := Nat.cast_ne_zero.mpr Fintype.card_ne_zero
    rw [happ]
    simp only [h, Finset.sum_const, Finset.card_univ]
    rw [← Nat.cast_smul_eq_nsmul ℝ, smul_smul, inv_mul_cancel₀ hc, one_smul]

/-- The number of free anisotropic displacement parameters is the group average of
`((tr R)² + tr R²) / 2`, for operations written in any basis. -/
theorem finrank_allowedTensors (ρ : G →* Matrix n n ℝ) :
    (finrank ℝ (allowedTensors ρ) : ℝ) =
      (∑ g, ((ρ g).trace ^ 2 + (ρ g ^ 2).trace) / 2) / Fintype.card G := by
  rw [← (siteAverage_isProj ρ).trace, siteAverage, map_smul, map_sum]
  simp only [trace_symTransform, smul_eq_mul]
  rw [div_eq_inv_mul]

/-- The operations of a group of orthogonal matrices, read as plain matrices. -/
def operations (H : Subgroup (Matrix.orthogonalGroup n ℝ)) : H →* Matrix n n ℝ where
  toFun R := ((R : Matrix.orthogonalGroup n ℝ) : Matrix n n ℝ)
  map_one' := rfl
  map_mul' _ _ := rfl

/-- The count of free displacement parameters for a finite group `H` of orthogonal
matrices. -/
theorem finrank_allowedTensors_orthogonal (H : Subgroup (Matrix.orthogonalGroup n ℝ))
    [Fintype H] :
    (finrank ℝ (allowedTensors (operations H)) : ℝ) =
      (∑ R : H, ((operations H R).trace ^ 2 + (operations H R ^ 2).trace) / 2) /
        Fintype.card H :=
  finrank_allowedTensors (operations H)

/-- If every site operation acts as the identity or the inversion, then
`n (n + 1) / 2` displacement parameters are free in `n` dimensions. -/
theorem finrank_of_identity_or_inversion (ρ : G →* Matrix n n ℝ)
    (hρ : ∀ g, ρ g = 1 ∨ ρ g = -1) :
    (finrank ℝ (allowedTensors ρ) : ℝ) =
      (Fintype.card n : ℝ) * (Fintype.card n + 1) / 2 := by
  have h : ∀ g, ((ρ g).trace ^ 2 + (ρ g ^ 2).trace) / 2 =
      (Fintype.card n : ℝ) * (Fintype.card n + 1) / 2 := by
    intro g
    rcases hρ g with h | h <;> rw [h] <;>
      simp only [neg_sq, one_pow, Matrix.trace_neg, Matrix.trace_one] <;> ring
  have hc : (Fintype.card G : ℝ) ≠ 0 := Nat.cast_ne_zero.mpr Fintype.card_ne_zero
  rw [finrank_allowedTensors]
  simp only [h, Finset.sum_const, Finset.card_univ, nsmul_eq_mul]
  exact mul_div_cancel_left₀ _ hc

/-- The group of a twofold axis along `z`: the sign `u` acts as `diag(u, u, 1)`. -/
def twofoldAxis : ℤˣ →* Matrix (Fin 3) (Fin 3) ℝ where
  toFun u := Matrix.diagonal ![((u : ℤ) : ℝ), ((u : ℤ) : ℝ), 1]
  map_one' := by
    ext i j
    fin_cases i <;> fin_cases j <;> simp
  map_mul' u v := by
    rw [Matrix.diagonal_mul_diagonal]
    congr 1
    ext i
    fin_cases i <;> simp

/-- In three dimensions, an atom whose site symmetry is just a twofold axis has four free
anisotropic displacement parameters. -/
theorem finrank_twofoldAxis : finrank ℝ (allowedTensors twofoldAxis) = 4 := by
  have t1 : ∀ u : ℤˣ, (twofoldAxis u).trace = 2 * ((u : ℤ) : ℝ) + 1 := by
    intro u
    change (Matrix.diagonal ![((u : ℤ) : ℝ), ((u : ℤ) : ℝ), 1]).trace = _
    rw [Matrix.trace_diagonal, Fin.sum_univ_three]
    change ((u : ℤ) : ℝ) + ((u : ℤ) : ℝ) + 1 = _
    ring
  -- the square of each operation is the identity
  have t2 : ∀ u : ℤˣ, (twofoldAxis u ^ 2).trace = 3 := by
    intro u
    rw [← map_pow, Int.units_sq, map_one, Matrix.trace_one]
    simp
  have hu : (Finset.univ : Finset ℤˣ) = {1, -1} := rfl
  have hc : Fintype.card ℤˣ = 2 := rfl
  have h : (finrank ℝ (allowedTensors twofoldAxis) : ℝ) = 4 := by
    rw [finrank_allowedTensors, hu, Finset.sum_pair (by decide), hc]
    simp only [t1, t2]
    norm_num
  exact_mod_cast h

end

end AnisotropicDisplacement
```

```lean
#print axioms AnisotropicDisplacement.finrank_allowedTensors_orthogonal
-- 'AnisotropicDisplacement.finrank_allowedTensors_orthogonal' depends on axioms: [propext, Classical.choice, Quot.sound]
#print axioms AnisotropicDisplacement.finrank_of_identity_or_inversion
-- 'AnisotropicDisplacement.finrank_of_identity_or_inversion' depends on axioms: [propext, Classical.choice, Quot.sound]
#print axioms AnisotropicDisplacement.finrank_twofoldAxis
-- 'AnisotropicDisplacement.finrank_twofoldAxis' depends on axioms: [propext, Classical.choice, Quot.sound]
```

## How the Lean objects represent a site

The index type `n` labels the coordinate directions, and `Fintype.card n` is the dimension. The site group is an abstract finite group `G`, and `ρ : G →* Matrix n n ℝ` assigns a matrix to each operation while respecting products and the identity. Different elements may share a matrix, as happens when a list repeats every operation equally often.

`allowedTensors ρ` is the space $V$, and `finrank` is its dimension, a natural number that is read as a real number for comparison with the average. `finrank_allowedTensors` states the general formula. In `finrank_allowedTensors_orthogonal`, the group is a subgroup `H` of the orthogonal group, assumed finite through `[Fintype H]`, and `operations H` forgets that its matrices are orthogonal. `finrank_of_identity_or_inversion` and `finrank_twofoldAxis` are the two special cases; the latter uses the two signs in `ℤˣ` as the group, with `u` acting as $\mathrm{diag}(u,u,1)$.

## How the lemmas follow the derivation

`symTransform` is $T_R$ and `siteAverage` is $P$. The lemma `trace_on_tensors` turns the matrix units into a basis and writes a trace as a sum of diagonal coefficients. `transform_single` computes $R_{ki}R_{lj}$, and `trace_symTransform` inserts it and sums over $i$ and $j$.

`siteAverage_isProj` proves both halves of the projection property. The relabelling $g\mapsto hg$ is the step with `Equiv.mulLeft h`; the second half shows that each term returns an allowed tensor unchanged, then divides the sum by the group order. `finrank_allowedTensors` replaces the dimension by the trace of this projection and distributes the trace over the group sum. The orthogonal version applies the general theorem to `operations H`.

For the twofold axis, `t1` and `t2` supply the traces of each operation and of its square. The average is evaluated as a real number, and `exact_mod_cast` transfers the result to the natural number 4.

## Closed groups, and what the count leaves to the code

The sum must run over a whole group. Take a fourfold axis in three dimensions, with

$$R=\begin{pmatrix}0&-1&0\\1&0&0\\0&0&1\end{pmatrix}.$$

Here $\operatorname{tr}R=1$ and $\operatorname{tr}(R^2)=-1$, so $R$ contributes 0. A code that averages over the list $\{1,R\}$ obtains $(6+0)/2=3$. Invariance under $R$ forces $U_{11}=U_{22}$ and $U_{12}=U_{13}=U_{23}=0$, which leaves only two parameters. The full group $\{1,R,R^2,R^3\}$ gives the correct $(6+0+2+0)/4=2$. In Lean, the group structure on `G` and the homomorphism `ρ` exclude the incomplete list.

The theorems take the site operations as given. Finding them from a crystal structure, with a tolerance for atomic positions, remains the task of the code, as does the control of rounding errors when the matrices are stored in floating point.

The space $V$ is defined by linear conditions only. In one or more dimensions it contains tensors that are not positive semidefinite and so cannot be mean-square displacements; the count does not test that inequality, which a refinement can impose or check separately. The count also concerns one site and one second-rank tensor. Anharmonic tensors of higher rank and correlations between the displacements of different atoms are not included in it.
